# Every real antisymmetric orbital generator has even rank, and its kernel is what all the rotations it generates leave fixed

I describe orbitals by real coefficient vectors in an orthonormal basis of $n$ functions, so a generator of orbital rotations is a real $n\times n$ matrix $K$ with $K^T=-K$, and the rotation is $\exp(tK)$ with real $t$. The rank of $K$ should then always be even. The orbital space should split into an even-dimensional part that the rotation moves and a kernel that it leaves alone, whose dimension has the same parity as $n$. Can this be made rigorous, with a proof that a machine has checked?

## The range and kernel of $K$ split the orbital space

Yes. Take the moved part to be the range of $K$ and the unmoved part to be its kernel. Both are then defined for any $K$ without diagonalising anything, and the argument stays in real arithmetic.

Write $x\cdot y$ for the dot product. Antisymmetry gives
$$x\cdot(Ky)=(K^Tx)\cdot y=-(Kx)\cdot y .$$
If $v=Ky$ is in the range and $Kw=0$, then $v\cdot w=(Ky)\cdot w=-y\cdot(Kw)=0$, so range and kernel are orthogonal. A vector in both satisfies $v\cdot v=0$ and vanishes. By rank-nullity the two dimensions add up to $n$, so together the two subspaces fill the space.

## A form on the range that cannot have odd size

Let $r$ be the rank of $K$, let $b_i$ be a basis of the range, and set $A_{ij}=(Kb_i)\cdot b_j$. Then
$$A_{ji}=(Kb_j)\cdot b_i=b_i\cdot(Kb_j)=-(Kb_i)\cdot b_j=-A_{ij}.$$

Suppose that $r$ is odd. Then $\det A=\det A^T=\det(-A)=(-1)^r\det A=-\det A$, so $\det A=0$, and there is a nonzero $c$ with $\sum_j A_{ij}c_j=0$ for every $i$. Put $x=\sum_j c_jb_j$. The condition on $c$ says that $(Kb_i)\cdot x=0$ for every $i$, and by linearity $(Ky)\cdot x=0$ for every $y$ in the range. Choose $y=Kx$:
$$(Kx)\cdot(Kx)=-(K(Kx))\cdot x=0 .$$
Hence $Kx=0$, so $x$ lies in both range and kernel and is zero. Since the $b_j$ are linearly independent, $c=0$, a contradiction. So $r$ is even, and the kernel dimension $n-r$ has the parity of $n$.

## What the rotation does to each part

The velocity of a rotated vector is
$$\frac{d}{dt}\exp(tK)v=\exp(tK)Kv .$$
If $Kv=0$, the velocity vanishes at all $t$ and the vector keeps its initial value $v$. Conversely, if $\exp(tK)v=v$ for all $t$, the derivative at $t=0$ gives $Kv=0$. For the range, $K$ commutes with its exponential, so $\exp(tK)Ky=K\exp(tK)y$ is again in the range.

Here is the complete Lean file.

```lean
import Mathlib

open Matrix Module

namespace AntisymmetricGeneratorRank

noncomputable section

variable {n : Type*} [Fintype n] [DecidableEq n]

/-- The orbital rotation `exp(tK)` generated by `K`. -/
def orbitalRotation (K : Matrix n n ℝ) (t : ℝ) : Matrix n n ℝ :=
  NormedSpace.exp (t • K)

/-- The active space of a generator: the range of `K`. -/
abbrev activeSpace (K : Matrix n n ℝ) : Submodule ℝ (n → ℝ) :=
  LinearMap.range K.mulVecLin

/-- The inert space of a generator: the kernel of `K`. -/
abbrev inertSpace (K : Matrix n n ℝ) : Submodule ℝ (n → ℝ) :=
  LinearMap.ker K.mulVecLin

omit [DecidableEq n] in
/-- An antisymmetric generator moves across the dot product with a change of sign. -/
theorem dot_mulVec_antisymm {K : Matrix n n ℝ} (hK : Kᵀ = -K) (x y : n → ℝ) :
    x ⬝ᵥ (K *ᵥ y) = -((K *ᵥ x) ⬝ᵥ y) := by
  rw [Matrix.dotProduct_mulVec, ← Matrix.mulVec_transpose, hK, Matrix.neg_mulVec,
    neg_dotProduct]

omit [DecidableEq n] in
/-- Active and inert orbital vectors of an antisymmetric generator are orthogonal. -/
theorem active_orthogonal_inert {K : Matrix n n ℝ} (hK : Kᵀ = -K) {v w : n → ℝ}
    (hv : v ∈ activeSpace K) (hw : w ∈ inertSpace K) : v ⬝ᵥ w = 0 := by
  obtain ⟨y, rfl⟩ := hv
  have hw' : K *ᵥ w = 0 := LinearMap.mem_ker.mp hw
  have h := dot_mulVec_antisymm hK y w
  rw [hw', dotProduct_zero] at h
  change (K *ᵥ y) ⬝ᵥ w = 0
  linarith

/-- A real antisymmetric matrix of odd size has determinant zero. -/
theorem det_eq_zero_of_odd {A : Matrix n n ℝ} (hA : Aᵀ = -A)
    (hodd : Odd (Fintype.card n)) : A.det = 0 := by
  have h := Matrix.det_transpose A
  rw [hA, Matrix.det_neg, hodd.neg_one_pow] at h
  linarith

omit [DecidableEq n] in
/-- The rank of a real antisymmetric matrix is even. -/
theorem even_rank {K : Matrix n n ℝ} (hK : Kᵀ = -K) : Even K.rank := by
  change Even (finrank ℝ (activeSpace K))
  let b := Module.finBasis ℝ (activeSpace K)
  -- the matrix of the form (K x) · y in a basis of the range
  obtain ⟨A, hA⟩ : ∃ A : Matrix (Fin (finrank ℝ (activeSpace K)))
      (Fin (finrank ℝ (activeSpace K))) ℝ,
      ∀ i j, A i j = (K *ᵥ (b i : n → ℝ)) ⬝ᵥ (b j : n → ℝ) :=
    ⟨fun i j => (K *ᵥ (b i : n → ℝ)) ⬝ᵥ (b j : n → ℝ), fun _ _ => rfl⟩
  have hAT : Aᵀ = -A := by
    ext i j
    rw [Matrix.transpose_apply, Matrix.neg_apply, hA, hA, dotProduct_comm,
      dot_mulVec_antisymm hK]
  by_contra hne
  have hdet : A.det = 0 :=
    det_eq_zero_of_odd hAT (by rw [Fintype.card_fin]; exact Nat.not_even_iff_odd.mp hne)
  -- a null vector of the form would be both active and inert
  obtain ⟨c, hc, hAc⟩ := Matrix.exists_mulVec_eq_zero_iff.mpr hdet
  obtain ⟨x, hx⟩ : ∃ x : activeSpace K, x = ∑ j, c j • b j := ⟨_, rfl⟩
  have hxc : (x : n → ℝ) = ∑ j, c j • (b j : n → ℝ) := by
    rw [hx]
    simp
  let g : activeSpace K →ₗ[ℝ] ℝ :=
    { toFun := fun y => (K *ᵥ (y : n → ℝ)) ⬝ᵥ (x : n → ℝ)
      map_add' := by
        intro y z
        simp [Matrix.mulVec_add, add_dotProduct]
      map_smul' := by
        intro a y
        simp [Matrix.mulVec_smul, smul_dotProduct] }
  have hg : g = 0 := by
    refine b.ext fun i => ?_
    change (K *ᵥ (b i : n → ℝ)) ⬝ᵥ (x : n → ℝ) = 0
    have h : ∑ j, A i j * c j = 0 := congrFun hAc i
    rw [hxc, dotProduct_sum]
    refine Eq.trans (Finset.sum_congr rfl fun j _ => ?_) h
    rw [hA, dotProduct_smul, smul_eq_mul, mul_comm]
  have hKx : K *ᵥ (x : n → ℝ) = 0 := by
    have h1 : (K *ᵥ (K *ᵥ (x : n → ℝ))) ⬝ᵥ (x : n → ℝ) = 0 :=
      LinearMap.congr_fun hg ⟨K *ᵥ (x : n → ℝ), ⟨(x : n → ℝ), rfl⟩⟩
    have h2 := dot_mulVec_antisymm hK (K *ᵥ (x : n → ℝ)) (x : n → ℝ)
    rw [h1, neg_zero] at h2
    exact dotProduct_self_eq_zero.mp h2
  have hx0 : (x : n → ℝ) = 0 :=
    dotProduct_self_eq_zero.mp
      (active_orthogonal_inert hK x.2 (LinearMap.mem_ker.mpr hKx))
  have hsum : ∑ j, c j • b j = 0 := by
    rw [← hx]
    exact Subtype.ext hx0
  exact hc (funext fun j => Fintype.linearIndependent_iff.mp b.linearIndependent c hsum j)

/-- Along the rotation `exp(tK)`, an orbital vector `v` has velocity `exp(tK) K v`. -/
theorem hasDerivAt_rotation (K : Matrix n n ℝ) (v : n → ℝ) (t : ℝ) :
    HasDerivAt (fun s => orbitalRotation K s *ᵥ v)
      (orbitalRotation K t *ᵥ (K *ᵥ v)) t := by
  let _ : NormedRing (Matrix n n ℝ) := Matrix.linftyOpNormedRing
  let _ : NormedAlgebra ℝ (Matrix n n ℝ) := Matrix.linftyOpNormedAlgebra
  let L : Matrix n n ℝ →ₗ[ℝ] (n → ℝ) :=
    { toFun := fun M => M *ᵥ v
      map_add' := fun A B => Matrix.add_mulVec A B v
      map_smul' := fun a A => Matrix.smul_mulVec a A v }
  have h := L.toContinuousLinearMap.hasFDerivAt.comp_hasDerivAt t
    (hasDerivAt_exp_smul_const K t)
  rw [Matrix.mulVec_mulVec]
  exact h

/-- An orbital vector is unchanged by `exp(tK)` for every `t` exactly when `K`
annihilates it. -/
theorem mem_inert_iff_fixed (K : Matrix n n ℝ) (v : n → ℝ) :
    v ∈ inertSpace K ↔ ∀ t : ℝ, orbitalRotation K t *ᵥ v = v := by
  constructor
  · intro hv t
    have hv' : K *ᵥ v = 0 := LinearMap.mem_ker.mp hv
    -- the velocity vanishes, so the vector stays at its initial value
    have h := is_const_of_deriv_eq_zero
      (fun s => (hasDerivAt_rotation K v s).differentiableAt)
      (fun s => by rw [(hasDerivAt_rotation K v s).deriv, hv', Matrix.mulVec_zero]) t 0
    simpa [orbitalRotation] using h
  · intro h
    have hd := hasDerivAt_rotation K v 0
    rw [show (fun s => orbitalRotation K s *ᵥ v) = fun _ => v from funext h] at hd
    have h0 := hd.unique (hasDerivAt_const (0 : ℝ) v)
    have h1 : K *ᵥ v = 0 := by simpa [orbitalRotation] using h0
    exact LinearMap.mem_ker.mpr h1

/-- For a real antisymmetric generator the orbital space is the direct sum of the active space,
which has even dimension and is preserved by `exp(tK)`, and the orthogonal inert space, which
consists of the vectors fixed for all `t` and has dimension congruent modulo 2 to the number of
basis orbitals. -/
theorem orbital_space_splitting {K : Matrix n n ℝ} (hK : Kᵀ = -K) :
    Even (finrank ℝ (activeSpace K)) ∧
    finrank ℝ (inertSpace K) ≡ Fintype.card n [MOD 2] ∧
    IsCompl (activeSpace K) (inertSpace K) ∧
    (∀ v ∈ activeSpace K, ∀ w ∈ inertSpace K, v ⬝ᵥ w = 0) ∧
    (∀ t : ℝ, ∀ v ∈ activeSpace K, orbitalRotation K t *ᵥ v ∈ activeSpace K) ∧
    (∀ v, v ∈ inertSpace K ↔ ∀ t : ℝ, orbitalRotation K t *ᵥ v = v) := by
  have heven : Even (finrank ℝ (activeSpace K)) := even_rank hK
  have hdisj : Disjoint (activeSpace K) (inertSpace K) :=
    Submodule.disjoint_def.mpr fun v hv hw =>
      dotProduct_self_eq_zero.mp (active_orthogonal_inert hK hv hw)
  refine ⟨heven, ?_, ⟨hdisj, ?_⟩, fun v hv w hw => active_orthogonal_inert hK hv hw, ?_,
    mem_inert_iff_fixed K⟩
  · -- rank-nullity turns the even rank into the parity of the kernel
    have h := LinearMap.finrank_range_add_finrank_ker K.mulVecLin
    rw [Module.finrank_fintype_fun_eq_card] at h
    change finrank ℝ (activeSpace K) + finrank ℝ (inertSpace K) = Fintype.card n at h
    obtain ⟨m, hm⟩ := heven
    unfold Nat.ModEq
    omega
  · exact codisjoint_iff.mpr (Submodule.eq_top_of_disjoint _ _
      (by rw [LinearMap.finrank_range_add_finrank_ker]) hdisj)
  · -- K commutes with its own exponential
    rintro t v ⟨y, rfl⟩
    have hcomm : Commute K (orbitalRotation K t) :=
      ((Commute.refl K).smul_right t).exp_right
    refine ⟨orbitalRotation K t *ᵥ y, ?_⟩
    change K *ᵥ (orbitalRotation K t *ᵥ y) = orbitalRotation K t *ᵥ (K *ᵥ y)
    rw [Matrix.mulVec_mulVec, Matrix.mulVec_mulVec, hcomm.eq]

/-- With an odd number of orbitals, some nonzero orbital vector is left unchanged by
`exp(tK)` for every `t`. -/
theorem exists_fixed_orbital_of_odd {K : Matrix n n ℝ} (hK : Kᵀ = -K)
    (hodd : Odd (Fintype.card n)) :
    ∃ v : n → ℝ, v ≠ 0 ∧ ∀ t : ℝ, orbitalRotation K t *ᵥ v = v := by
  have hmod := (orbital_space_splitting hK).2.1
  have hne : inertSpace K ≠ ⊥ := by
    intro h
    rw [h, finrank_bot] at hmod
    obtain ⟨m, hm⟩ := hodd
    unfold Nat.ModEq at hmod
    omega
  obtain ⟨v, hv, hv0⟩ := Submodule.exists_mem_ne_zero_of_ne_bot hne
  exact ⟨v, hv0, (mem_inert_iff_fixed K v).mp hv⟩

/-- The complex one-orbital matrix `(i)` is anti-Hermitian and has rank one. -/
theorem antiHermitian_rank_one :
    (!![Complex.I])ᴴ = -!![Complex.I] ∧ (!![Complex.I]).rank = 1 := by
  constructor
  · ext i j
    fin_cases i
    fin_cases j
    simp
  · have hu : IsUnit (!![Complex.I]) := by
      rw [Matrix.isUnit_iff_isUnit_det]
      simp
    rw [Matrix.rank_of_isUnit _ hu, Fintype.card_fin]

end

end AntisymmetricGeneratorRank
```

```lean
#print axioms AntisymmetricGeneratorRank.orbital_space_splitting
#print axioms AntisymmetricGeneratorRank.exists_fixed_orbital_of_odd
#print axioms AntisymmetricGeneratorRank.antiHermitian_rank_one
```

```
'AntisymmetricGeneratorRank.orbital_space_splitting' depends on axioms: [propext, Classical.choice, Quot.sound]
'AntisymmetricGeneratorRank.exists_fixed_orbital_of_odd' depends on axioms: [propext, Classical.choice, Quot.sound]
'AntisymmetricGeneratorRank.antiHermitian_rank_one' depends on axioms: [propext, Classical.choice, Quot.sound]
```

## How the Lean statement reads in orbital language

In the code `n` is the finite type that labels the basis orbitals, and their number is `Fintype.card n`. An orbital vector is a function `n → ℝ`, `⬝ᵥ` is the dot product and `*ᵥ` applies a matrix to a vector. The only hypothesis on the generator is `hK : Kᵀ = -K`. The names `activeSpace` and `inertSpace` stand for range and kernel; this active space is unrelated to the one chosen in a multiconfigurational calculation.

The main theorem, `orbital_space_splitting`, has six parts:

1. The active space has even dimension.
2. The dimension of the inert space is congruent to the number of orbitals modulo 2.
3. The two spaces are complementary (`IsCompl`): they meet only in zero and together span everything.
4. They are orthogonal.
5. `orbitalRotation K t` maps the active space into itself for every `t`.
6. A vector is inert exactly when it is unchanged for every `t`.

The quantifier in the last part matters: an active vector may return to its starting point at particular values of $t$, but no nonzero one stays there throughout.

`exists_fixed_orbital_of_odd` adds that an odd number of orbitals forces a nonzero fixed vector. That vector is in general a combination of basis orbitals and depends on $K$. Parity alone guarantees only a one-dimensional space of such vectors, and a generator with more structure can fix a larger one. Suppose that the $n$ orbitals consist of $N_{\rm occ}$ occupied and $N_{\rm vir}$ virtual ones and that $K$ couples only occupied to virtual orbitals, as in a common form of SCF orbital optimisation. Its rank is then at most $2\min(N_{\rm occ},N_{\rm vir})$, so the fixed vectors form a space of dimension at least $|N_{\rm vir}-N_{\rm occ}|$.

The statement does not treat a non-orthogonal basis with an overlap matrix, nor does it decompose the active space into planes of rotation. The parity does not extend to complex anti-Hermitian generators in general: `antiHermitian_rank_one` shows that the $1\times1$ matrix $(i)$, which is anti-Hermitian and generates a phase change, has rank one.

## How the proof follows the derivation

`dot_mulVec_antisymm` is the sign rule, `active_orthogonal_inert` the orthogonality and `det_eq_zero_of_odd` the determinant argument.

`even_rank` carries the main argument. It builds `A` from the basis `b` and assumes odd rank through `by_contra`. The vector `c` comes from `Matrix.exists_mulVec_eq_zero_iff`. The linear functional `g` is $y\mapsto(Ky)\cdot x$ on the range; `b.ext` shows that it is zero because it vanishes on the basis. Evaluating it at $Kx$ yields `hKx`, and linear independence of `b` then contradicts `hc`.

`hasDerivAt_rotation` obtains the velocity by composing the derivative of the matrix exponential with the linear map $M\mapsto Mv$. In `mem_inert_iff_fixed`, one direction uses the fact that a function with zero derivative is constant, and the other uses uniqueness of the derivative at $t=0$.

`orbital_space_splitting` assembles these results. Rank-nullity supplies both the kernel's parity, finished by `omega`, and the spanning half of `IsCompl`; `hcomm` gives the invariance of the range. For odd size, the kernel dimension is odd, so the kernel is not zero and contains the required fixed vector.
